# The particle number of two levels with one-pole self-energies: a condition for one electron per spin

## Two levels and their Green functions

A valence level of energy $E_v$ and a conduction level of energy $E_c$ have the Green functions

$$G_v(w)=\frac{1}{w-E_v-\dfrac{b_v}{w-p}},\qquad G_c(w)=\frac{1}{w-E_c-\dfrac{b_c}{w-r}}.$$

Here $w$ is a complex frequency, measured in energy units, and the parameters $E_v,E_c,p,r,b_v,b_c$ are real. The self-energy of the valence level has its only pole at $p$, that of the conduction level at $r$. The strengths $b_v,b_c>0$ are squares of the matrix elements that couple each level to the excitation at its self-energy pole. They have the dimension of an energy squared, and their positive sign keeps the spectral weights positive.

For a coupling $b>0$ and a signed distance $d$ from the level to its self-energy pole, put

$$S_b(d)=\sqrt{d^2+4b},\qquad z_b(d)=\frac{d}{S_b(d)}.$$

Each Green function has two poles, a lower and an upper one. The lower poles count as occupied and the upper ones as empty, as they are when the chemical potential lies above both lower poles and below both upper ones, so the particle number $N$ is the sum of the residues at the two lower poles. Here $N$ counts the electrons of one spin; in a closed shell, $N=1$ means two electrons in all. For $p>E_v$ and $r<E_c$, the limit of vanishing couplings leaves the valence level full and the conduction level empty, which gives the reference value $N=1$.

## The particle number and when it equals one

For all $b_v,b_c>0$ and all real $E_v,p,E_c,r$,

$$N=1+\tfrac12\bigl(z_{b_v}(p-E_v)-z_{b_c}(E_c-r)\bigr),$$

$$N=1\iff (p-E_v)\sqrt{b_c}=(E_c-r)\sqrt{b_v}.$$

For equal couplings the condition is $p-E_v=E_c-r$: the valence self-energy pole lies as far above its level as the conduction self-energy pole lies below its own.

In $GW$ calculations without full self-consistency, the particle number obtained from the Green function can deviate from the correct one; for two levels with prescribed one-pole self-energies, $p>E_v$ and $r<E_c$, the formula gives the deviation $N-1$ from the reference value. The poles $p$ and $r$ are inputs and are not computed from $G$, so the result does not address whether self-consistent $GW$ obeys conservation laws.

## Poles, residues and the criterion

**Poles.** Take one level $E$ with self-energy pole $p$ and coupling $b$, and write $d=p-E$ and $S=S_b(d)$. For $w\neq p$,

$$w-E-\frac{b}{w-p}=\frac{(w-E)(w-p)-b}{w-p}.$$

The numerator is quadratic in $w$, with discriminant $(E+p)^2-4(Ep-b)=d^2+4b$. Its zeros are

$$w_\pm=\frac{E+p\pm S}{2}.$$

Since $b>0$, we have $S>|d|$. Hence $w_--p=-(S+d)/2<0$ and $w_+-p=(S-d)/2>0$, so that $w_-<p<w_+$.

**Residues.** The Green function is now

$$G(w)=\frac{w-p}{(w-w_-)(w-w_+)}.$$

Multiplying by $w-w_\pm$ and letting $w\to w_\pm$ gives the residues

$$\frac{w_--p}{w_--w_+}=\frac{S+d}{2S}=\frac{1+z_b(d)}{2},\qquad \frac{w_+-p}{w_+-w_-}=\frac{S-d}{2S}=\frac{1-z_b(d)}{2}.$$

**Sum.** The valence level has $d=p-E_v$ and the conduction level has $d=r-E_c$. Because $z_b$ is odd, $z_{b_c}(r-E_c)=-z_{b_c}(E_c-r)$, and adding the two lower residues gives the formula for $N$. It follows that $N=1$ exactly when $z_{b_v}(p-E_v)=z_{b_c}(E_c-r)$.

**Monotonicity.** Let $x<y$, and write $S_x=S_b(x)$ and $S_y=S_b(y)$. Expanding the product and inserting $S_x^2=x^2+4b$ and $S_y^2=y^2+4b$ gives

$$(yS_x-xS_y)(S_x+S_y)=(y-x)(4b-xy+S_xS_y).$$

Since $xy\le|x||y|\le S_xS_y$, the right-hand side is positive. So $yS_x>xS_y$, and division by $S_xS_y$ gives $z_b(x)<z_b(y)$. At fixed coupling, $z_b$ therefore takes no value twice.

**Common coupling.** For $s>0$ we have $S_{s^2b}(sd)=s\,S_b(d)$, hence $z_{s^2b}(sd)=z_b(d)$. Use $s=\sqrt{b_c}$ for the valence level and $s=\sqrt{b_v}$ for the conduction level. Both then have the coupling $b_vb_c$, and $N=1$ becomes

$$z_{b_vb_c}\bigl(\sqrt{b_c}\,(p-E_v)\bigr)=z_{b_vb_c}\bigl(\sqrt{b_v}\,(E_c-r)\bigr).$$

By monotonicity the arguments agree, which is the criterion. For $b_v=b_c$ the common square root cancels.

## A numerical instance with a missing tenth

In arbitrary energy units, take $b_v=b_c=36$, $E_v=0$, $p=9$, $E_c=10$ and $r=-6$. The valence level has $d=9$ and $S=\sqrt{81+144}=15$. Its lower pole is at $-3$, with residue $(-3-9)/(-15)=0.8$. The conduction level has $S=\sqrt{256+144}=20$. Its lower pole is at $-8$, with residue $(-8+6)/(-20)=0.1$. The sum is $N=0.9$, in agreement with $1+(0.6-0.8)/2$.

Moving $r$ to $1$ makes both distances equal to $9$. The conduction level's lower pole is then at $-2$, with residue $(-2-1)/(-15)=0.2$, and $N=1$.

## How the Lean definitions express the model

`green E p b` is a function of a complex `w`, with real parameters. `splitting b d` and `polarization b d` are $S_b(d)$ and $z_b(d)$, while `lowerPole` and `upperPole` are $w_-$ and $w_+$. The name `polarization` stands for the difference between the lower and the upper residue of a level, not for the polarizability that screens the interaction in $GW$.

`residue G w₀` is the limit of $(w-w_0)G(w)$ as $w\to w_0$ with $w\neq w_0$, which is the residue at a simple pole. Lean's `limUnder` returns some value even where no limit exists, so the proof establishes convergence before it uses the value.

`particleNumber Ev p bv Ec r bc` adds the two lower residues and is a complex number. `particleNumber_eq` equates it with a real expression, and `particleNumber_eq_one_iff` gives the criterion for arbitrary positive couplings. `particleNumber_eq_one_iff_of_equal_coupling` is the case of a single `b`.

The signs of $p-E_v$ and $E_c-r$ are unrestricted, although the names valence and conduction suit positive values. No chemical potential appears: the occupation of the lower poles is built into the definition. To read $N$ as the ground-state particle number of one spin, one needs a chemical potential that lies above both lower poles and below both upper ones.

```lean
import Mathlib

open Filter Topology

namespace GWParticleNumber

noncomputable section

/-- The distance `√(d² + 4b)` between the two poles of a level whose self-energy pole lies
`d` above it and couples with strength `b`. -/
def splitting (b d : ℝ) : ℝ := √(d ^ 2 + 4 * b)

/-- The function `z(d) = d / √(d² + 4b)`, for coupling `b > 0`. -/
def polarization (b d : ℝ) : ℝ := d / splitting b d

/-- The Green function `1 / (w - E - b / (w - p))` of a level `E` whose self-energy has one pole
at `p`, for frequencies `w ≠ p` at which the denominator does not vanish. -/
def green (E p b : ℝ) (w : ℂ) : ℂ := 1 / (w - E - b / (w - p))

/-- The lower pole of the Green function. -/
def lowerPole (E p b : ℝ) : ℝ := (E + p - splitting b (p - E)) / 2

/-- The upper pole of the Green function. -/
def upperPole (E p b : ℝ) : ℝ := (E + p + splitting b (p - E)) / 2

/-- The residue of `G` at a simple pole `w₀`: the limit of `(w - w₀) G(w)` as `w` tends to `w₀`. -/
def residue (G : ℂ → ℂ) (w₀ : ℂ) : ℂ := limUnder (𝓝[≠] w₀) (fun w => (w - w₀) * G w)

/-- The particle number of a valence and a conduction level: the sum of the residues of their
Green functions at the lower poles. -/
def particleNumber (Ev p bv Ec r bc : ℝ) : ℂ :=
  residue (green Ev p bv) (lowerPole Ev p bv) + residue (green Ec r bc) (lowerPole Ec r bc)

/-- The splitting of the poles exceeds the distance between level and self-energy pole. -/
theorem abs_lt_splitting {b : ℝ} (hb : 0 < b) (d : ℝ) : |d| < splitting b d := by
  unfold splitting
  rw [Real.lt_sqrt (abs_nonneg d), sq_abs]
  linarith

/-- The inverse Green function factorises over the lower and the upper pole. -/
theorem inverse_green_factor {b : ℝ} (hb : 0 < b) (E p : ℝ) {w : ℂ} (hw : w ≠ p) :
    w - E - b / (w - p) = (w - lowerPole E p b) * (w - upperPole E p b) / (w - p) := by
  have h : w - (p : ℂ) ≠ 0 := sub_ne_zero.2 hw
  have hR : splitting b (p - E) ^ 2 = (p - E) ^ 2 + 4 * b :=
    Real.sq_sqrt (by positivity)
  have hS : (splitting b (p - E) : ℂ) ^ 2 = ((p : ℂ) - E) ^ 2 + 4 * b := by
    exact_mod_cast hR
  rw [eq_div_iff h, sub_mul (w - (E : ℂ)), div_mul_cancel₀ _ h]
  unfold lowerPole upperPole
  push_cast
  linear_combination (1 / 4) * hS

/-- If `a` differs from `p` and from `c`, a function that equals `(w - p) / ((w - a)(w - c))` for
all `w ≠ p` has the residue `(a - p) / (a - c)` at `a`. -/
theorem residue_of_factor {G : ℂ → ℂ} {p a c : ℂ} (hap : a ≠ p) (hac : a ≠ c)
    (hG : ∀ w, w ≠ p → G w = (w - p) / ((w - a) * (w - c))) :
    residue G a = (a - p) / (a - c) := by
  have hc : ContinuousAt (fun w : ℂ => (w - p) / (w - c)) a :=
    ContinuousAt.div (by fun_prop) (by fun_prop) (sub_ne_zero.2 hac)
  have hlim : Tendsto (fun w : ℂ => (w - p) / (w - c)) (𝓝[≠] a) (𝓝 ((a - p) / (a - c))) :=
    hc.tendsto.mono_left nhdsWithin_le_nhds
  unfold residue
  apply Tendsto.limUnder_eq
  refine hlim.congr' ?_
  -- near `a`, but away from it, the factor `w - a` cancels
  filter_upwards [self_mem_nhdsWithin,
    mem_nhdsWithin_of_mem_nhds (isOpen_ne.mem_nhds hap)] with w hwa hwp
  have h1 : w - a ≠ 0 := sub_ne_zero.2 hwa
  rw [hG w hwp, ← mul_div_assoc, mul_div_mul_left _ _ h1]

/-- The residues at the lower and the upper pole are `(1 + z(p - E))/2` and `(1 - z(p - E))/2`. -/
theorem residues_green {b : ℝ} (hb : 0 < b) (E p : ℝ) :
    residue (green E p b) (lowerPole E p b) = ((1 + polarization b (p - E)) / 2 : ℝ) ∧
    residue (green E p b) (upperPole E p b) = ((1 - polarization b (p - E)) / 2 : ℝ) := by
  have habs := abs_lt.1 (abs_lt_splitting hb (p - E))
  have hS : 0 < splitting b (p - E) := (abs_nonneg _).trans_lt (abs_lt_splitting hb _)
  have hq : polarization b (p - E) * splitting b (p - E) = p - E :=
    div_mul_cancel₀ _ hS.ne'
  have hlp : lowerPole E p b < p := by unfold lowerPole; linarith [habs.1]
  have hpu : p < upperPole E p b := by unfold upperPole; linarith [habs.2]
  have hlu : lowerPole E p b < upperPole E p b := hlp.trans hpu
  constructor
  · rw [residue_of_factor (p := (p : ℂ)) (c := (upperPole E p b : ℂ))
      (by exact_mod_cast hlp.ne) (by exact_mod_cast hlu.ne)
      (fun w hw => by rw [green, inverse_green_factor hb E p hw, one_div_div])]
    have h : (lowerPole E p b - p) / (lowerPole E p b - upperPole E p b)
        = (1 + polarization b (p - E)) / 2 := by
      rw [div_eq_iff (sub_ne_zero.2 hlu.ne)]
      unfold lowerPole upperPole
      linear_combination (1 / 2) * hq
    rw [← h]
    push_cast
    rfl
  · rw [residue_of_factor (p := (p : ℂ)) (c := (lowerPole E p b : ℂ))
      (by exact_mod_cast hpu.ne') (by exact_mod_cast hlu.ne')
      (fun w hw => by
        rw [green, inverse_green_factor hb E p hw, one_div_div,
          mul_comm (w - (lowerPole E p b : ℂ))])]
    have h : (upperPole E p b - p) / (upperPole E p b - lowerPole E p b)
        = (1 - polarization b (p - E)) / 2 := by
      rw [div_eq_iff (sub_ne_zero.2 hlu.ne')]
      unfold lowerPole upperPole
      linear_combination (1 / 2) * hq
    rw [← h]
    push_cast
    rfl

/-- At fixed coupling `b > 0` the function `z(d)` is strictly increasing. -/
theorem polarization_strictMono {b : ℝ} (hb : 0 < b) : StrictMono (polarization b) := by
  intro x y hxy
  have hx := abs_lt_splitting hb x
  have hy := abs_lt_splitting hb y
  have hS : 0 < splitting b x := (abs_nonneg x).trans_lt hx
  have hT : 0 < splitting b y := (abs_nonneg y).trans_lt hy
  have hS2 : splitting b x ^ 2 = x ^ 2 + 4 * b := Real.sq_sqrt (by positivity)
  have hT2 : splitting b y ^ 2 = y ^ 2 + 4 * b := Real.sq_sqrt (by positivity)
  have hxyST : x * y ≤ splitting b x * splitting b y :=
    calc x * y ≤ |x * y| := le_abs_self _
      _ = |x| * |y| := abs_mul x y
      _ ≤ splitting b x * splitting b y := mul_le_mul hx.le hy.le (abs_nonneg y) hS.le
  -- multiplying the difference by the sum of the roots exposes its sign
  have key : (y * splitting b x - x * splitting b y) * (splitting b x + splitting b y)
      = (y - x) * (4 * b - x * y + splitting b x * splitting b y) := by
    linear_combination y * hS2 - x * hT2
  have hpos : 0 < (y - x) * (4 * b - x * y + splitting b x * splitting b y) :=
    mul_pos (by linarith) (by linarith)
  unfold polarization
  rw [div_lt_div_iff₀ hS hT]
  by_contra hn
  have hn' : 0 ≤ x * splitting b y - y * splitting b x := by linarith [not_lt.1 hn]
  have := mul_nonneg hn' (add_pos hS hT).le
  linarith

/-- The function `z` is unchanged when `d` is scaled by `s > 0` and the coupling by `s²`. -/
theorem polarization_scale {s : ℝ} (hs : 0 < s) (b d : ℝ) :
    polarization (s ^ 2 * b) (s * d) = polarization b d := by
  have h : splitting (s ^ 2 * b) (s * d) = s * splitting b d := by
    unfold splitting
    rw [show (s * d) ^ 2 + 4 * (s ^ 2 * b) = s ^ 2 * (d ^ 2 + 4 * b) by ring,
      Real.sqrt_mul (sq_nonneg s), Real.sqrt_sq hs.le]
  unfold polarization
  rw [h, mul_div_mul_left _ _ hs.ne']

/-- The particle number is `1 + (z(p - E_v) - z(E_c - r))/2`, each `z` taken with the coupling
of its own level. -/
theorem particleNumber_eq {bv bc : ℝ} (hv : 0 < bv) (hc : 0 < bc) (Ev p Ec r : ℝ) :
    particleNumber Ev p bv Ec r bc =
      (1 + (polarization bv (p - Ev) - polarization bc (Ec - r)) / 2 : ℝ) := by
  have hodd : polarization bc (r - Ec) = -polarization bc (Ec - r) := by
    unfold polarization splitting
    rw [show (r - Ec) ^ 2 = (Ec - r) ^ 2 by ring, ← neg_div, neg_sub]
  rw [particleNumber, (residues_green hv Ev p).1, (residues_green hc Ec r).1, hodd]
  push_cast
  ring

/-- The particle number equals one if and only if
`(p - E_v) √b_c = (E_c - r) √b_v`. -/
theorem particleNumber_eq_one_iff {bv bc : ℝ} (hv : 0 < bv) (hc : 0 < bc) (Ev p Ec r : ℝ) :
    particleNumber Ev p bv Ec r bc = 1 ↔ (p - Ev) * √bc = (Ec - r) * √bv := by
  -- bring both levels to the common coupling `bc * bv`
  have h1 := polarization_scale (Real.sqrt_pos.2 hc) bv (p - Ev)
  have h2 := polarization_scale (Real.sqrt_pos.2 hv) bc (Ec - r)
  rw [Real.sq_sqrt hc.le] at h1
  rw [Real.sq_sqrt hv.le, mul_comm bv bc] at h2
  have h3 : ∀ x y : ℝ, 1 + (x - y) / 2 = 1 ↔ x = y := fun x y => by
    constructor <;> intro h <;> linarith
  rw [particleNumber_eq hv hc, Complex.ofReal_eq_one, h3, ← h1, ← h2,
    (polarization_strictMono (mul_pos hc hv)).injective.eq_iff,
    mul_comm (√bc), mul_comm (√bv)]

/-- For equal couplings the particle number equals one if and only if the self-energy poles
satisfy `p - E_v = E_c - r`. -/
theorem particleNumber_eq_one_iff_of_equal_coupling {b : ℝ} (hb : 0 < b) (Ev p Ec r : ℝ) :
    particleNumber Ev p b Ec r b = 1 ↔ p - Ev = Ec - r := by
  rw [particleNumber_eq_one_iff hb hb]
  exact ⟨fun h => mul_right_cancel₀ (Real.sqrt_pos.2 hb).ne' h, fun h => by rw [h]⟩

end

end GWParticleNumber
```

```lean
#print axioms GWParticleNumber.particleNumber_eq_one_iff_of_equal_coupling
-- 'GWParticleNumber.particleNumber_eq_one_iff_of_equal_coupling' depends on axioms: [propext, Classical.choice, Quot.sound]
```

## From factorisation to the criterion in Lean

`abs_lt_splitting` is the inequality $|d|<S$, obtained by comparing squares. `inverse_green_factor` clears the denominator $w-p$ and expands the two poles; the remaining identity is a quarter of $S^2=(p-E)^2+4b$, which `linear_combination` supplies.

`residue_of_factor` carries out the limit. The function $(w-p)/(w-c)$ is continuous at $a$, so it tends to $(a-p)/(a-c)$. Close to $a$, but away from $a$ itself and from $p$, it agrees with $(w-a)G(w)$. `hlim.congr'` transfers the limit, and `Tendsto.limUnder_eq` turns convergence into the value of `residue`.

`residues_green` first derives $w_-<p<w_+$, which provides the inequalities needed at each pole. It then applies the previous lemma twice, with the two factors exchanged for the upper pole. The relation `hq`, which says $z_b(d)\,S=d$, reduces the quotients to $(1\pm z)/2$.

In `polarization_strictMono`, `key` is the product identity from the monotonicity step and `hpos` is the positivity of its right-hand side. The proof ends by contradiction: if $yS_x\le xS_y$, the left-hand side could not be positive. `polarization_scale` takes the factor $s$ out of the square root and cancels it.

`particleNumber_eq` combines the lower residues with the oddness of $z$, stated as `hodd`. In `particleNumber_eq_one_iff`, `h1` and `h2` bring the levels to the common coupling `bc * bv`, `h3` reduces $N=1$ to an equality of two values of $z$, and injectivity gives the equality of the arguments. The last theorem cancels $\sqrt b$, which is nonzero because $b>0$.
